# At positive temperature, a finite system in equilibrium has positive net absorption at frequency ω > 0 exactly when the Hermitian transition operator couples two levels with gap ω

The theorem `netAbsorption_pos_iff` concerns finitely many levels with real energies `E`, Gibbs populations at inverse temperature `b > 0`, and a Hermitian matrix `X` of transition amplitudes between the levels, with ħ = 1. The line spectrum at `w` sums |X n m|² over all transitions m → n with `E n - E m = w`, each weighted by the population of the initial level m, and net absorption is its value at `w` minus its value at `-w`. For `w > 0`, the theorem states that this difference is strictly positive if and only if some pair of levels has `E n - E m = w` and `X n m ≠ 0`. The proof uses detailed balance to write the difference as (1 - exp(-bw)) times the line spectrum at `w`, shows that the first factor is positive, and then applies the criterion for the line spectrum itself to be positive.

Lean 4 with Mathlib refuses this proof:

```lean
import Mathlib

open Finset

namespace EinsteinDetailedBalance

noncomputable section

variable {ι : Type*} [Fintype ι]

/-- The partition function of levels `E` at inverse temperature `b`. -/
def partitionFunction (b : ℝ) (E : ι → ℝ) : ℝ := ∑ n, Real.exp (-(b * E n))

/-- The Gibbs population of level `n` at inverse temperature `b`. -/
def gibbs (b : ℝ) (E : ι → ℝ) (n : ι) : ℝ :=
  Real.exp (-(b * E n)) / partitionFunction b E

/-- The line spectrum at frequency `w` (with ħ = 1): squared matrix elements of `X` for all
transitions `m → n` with energy gain `w`, weighted by the initial populations `p m`. -/
def lineSpectrum (p E : ι → ℝ) (X : Matrix ι ι ℂ) (w : ℝ) : ℝ :=
  ∑ m, ∑ n, if E n - E m = w then p m * ‖X n m‖ ^ 2 else 0

/-- Net absorption at frequency `w` in thermal equilibrium: the line spectrum at `w` minus that at
`-w` (for `w > 0`, upward minus downward strength). -/
def netAbsorption (b : ℝ) (E : ι → ℝ) (X : Matrix ι ι ℂ) (w : ℝ) : ℝ :=
  lineSpectrum (gibbs b E) E X w - lineSpectrum (gibbs b E) E X (-w)

/-- Two Gibbs populations differ by the Boltzmann factor of their energy difference. -/
theorem gibbs_ratio (b : ℝ) (E : ι → ℝ) (n m : ι) :
    gibbs b E n = Real.exp (-(b * (E n - E m))) * gibbs b E m := by
  have h : -(b * E n) = -(b * (E n - E m)) + -(b * E m) := by ring
  unfold gibbs
  rw [h, Real.exp_add, mul_div_assoc]

/-- **Detailed balance**: for Hermitian `X` in thermal equilibrium, the line spectrum at `-w` is the
line spectrum at `w` times the Boltzmann factor `exp (-b w)`. -/
theorem detailed_balance (b : ℝ) (E : ι → ℝ) {X : Matrix ι ι ℂ} (hX : X.IsHermitian)
    (w : ℝ) :
    lineSpectrum (gibbs b E) E X (-w)
      = Real.exp (-(b * w)) * lineSpectrum (gibbs b E) E X w := by
  unfold lineSpectrum
  -- exchange the roles of initial and final level
  refine Finset.sum_comm.trans ?_
  rw [Finset.mul_sum]
  refine Finset.sum_congr rfl fun m _ => ?_
  rw [Finset.mul_sum]
  refine Finset.sum_congr rfl fun n _ => ?_
  by_cases h : E n - E m = w
  · have h' : E m - E n = -w := by linarith
    -- Hermiticity: both directions have the same strength
    have hn : ‖X m n‖ = ‖X n m‖ := by rw [← hX.apply m n, norm_star]
    rw [if_pos h', if_pos h, gibbs_ratio b E n m, h, hn]
    ring
  · have h' : ¬ E m - E n = -w := fun k => h (by linarith)
    rw [if_neg h', if_neg h, mul_zero]

/-- The thermal line spectrum at `w` is positive exactly when `X n m ≠ 0` for some levels `m` and
`n`, possibly equal, with `E n - E m = w`. -/
theorem lineSpectrum_pos_iff (b : ℝ) (E : ι → ℝ) (X : Matrix ι ι ℂ) (w : ℝ) :
    0 < lineSpectrum (gibbs b E) E X w ↔ ∃ m n, E n - E m = w ∧ X n m ≠ 0 := by
  constructor
  · intro h
    by_contra hc
    refine h.ne' (Finset.sum_eq_zero fun m _ => Finset.sum_eq_zero fun n _ => ?_)
    split_ifs with hw
    · have hx : X n m = 0 := by
        by_contra hx
        exact hc ⟨m, n, hw, hx⟩
      simp [hx]
    · rfl
  · rintro ⟨m, n, hw, hx⟩
    have hZ : 0 < partitionFunction b E :=
      Finset.sum_pos (fun i _ => Real.exp_pos _) ⟨m, Finset.mem_univ m⟩
    have hp : ∀ k, 0 < gibbs b E k := fun k => div_pos (Real.exp_pos _) hZ
    have ht : ∀ k l, 0 ≤ if E l - E k = w then gibbs b E k * ‖X l k‖ ^ 2 else 0 := by
      intro k l
      split_ifs
      · exact mul_nonneg (hp k).le (sq_nonneg _)
      · exact le_rfl
    refine Finset.sum_pos' (fun k _ => Finset.sum_nonneg fun l _ => ht k l)
      ⟨m, Finset.mem_univ m, Finset.sum_pos' (fun l _ => ht m l) ⟨n, Finset.mem_univ n, ?_⟩⟩
    rw [if_pos hw]
    exact mul_pos (hp m) (pow_pos (norm_pos_iff.mpr hx) 2)

/-- For Hermitian `X` and positive inverse temperature and frequency, net absorption is strictly
positive exactly when `X` couples two levels with gap `w`. -/
theorem netAbsorption_pos_iff {b w : ℝ} (hb : 0 < b) (hw : 0 < w) (E : ι → ℝ)
    {X : Matrix ι ι ℂ} (hX : X.IsHermitian) :
    0 < netAbsorption b E X w ↔ ∃ m n, E n - E m = w ∧ X n m ≠ 0 := by
  have h1 : Real.exp (-(b * w)) < 1 :=
    Real.exp_lt_one (neg_lt_zero.mpr (mul_pos hb hw))
  unfold netAbsorption
  rw [detailed_balance b E hX w, ← one_sub_mul, mul_pos_iff_of_pos_left (sub_pos.mpr h1),
    lineSpectrum_pos_iff]

end

end EinsteinDetailedBalance
```

The compiler's answer:

```
Main.lean:91:4: error(lean.unknownIdentifier): Unknown constant `Real.exp_lt_one`
```

Cause. The message says that Lean knows no constant called `Real.exp_lt_one`. The attempt used that name for a lemma that would turn a proof of `-(b * w) < 0` into a proof of `Real.exp (-(b * w)) < 1`, the inequality `h1` that makes the factor 1 - exp(-bw) positive. The inequality is true, and the error is only about the name.

The repair uses `Real.exp_lt_one_iff`, which states the fact as an equivalence: the exponential of a real number is less than 1 if and only if that number is negative. Because it is an equivalence, it cannot be applied directly to the proof of negativity as the missing lemma was meant to be. The added `.mpr` selects the direction from the negative exponent to the bound on the exponential. The argument `neg_lt_zero.mpr (mul_pos hb hw)` already proves that `-(b * w)` is negative, so it stays as it was.

This version goes through:

```diff
@@ -89,5 +89,5 @@
     0 < netAbsorption b E X w ↔ ∃ m n, E n - E m = w ∧ X n m ≠ 0 := by
   have h1 : Real.exp (-(b * w)) < 1 :=
-    Real.exp_lt_one (neg_lt_zero.mpr (mul_pos hb hw))
+    Real.exp_lt_one_iff.mpr (neg_lt_zero.mpr (mul_pos hb hw))
   unfold netAbsorption
   rw [detailed_balance b E hX w, ← one_sub_mul, mul_pos_iff_of_pos_left (sub_pos.mpr h1),
```
